# For two magnetic scatterers joined by spin-independent propagation, the two-site determinant depends on the moment directions only through their relative angle

To map the interaction energy of two magnetic atoms, one can hold the first moment along $z$, turn the second in one plane that contains $z$, and compute the multiple-scattering determinant at each angle. The imaginary part of that determinant's logarithm, integrated over energy up to a fixed Fermi level, gives, up to a constant factor, the interaction part of the band energy, with electron energies measured from that level. A scan over one angle replaces a scan over four, provided that the determinant ignores a common rotation of both moments. The problems below establish this for a model with two sites, one orbital channel per site and no spin–orbit coupling.

```lean
import Mathlib

open Matrix

namespace MagneticPairScattering

noncomputable section
```

## The model

A moment direction is a real vector $n=(n_0,n_1,n_2)$, whose components belong to the $x$, $y$ and $z$ axes. In Lean it is a function `Fin 3 → ℝ`, and the condition of unit length is a separate hypothesis, `n ⬝ᵥ n = 1`, which appears only where it is needed. The spin operator along $n$, in units of $\hbar/2$, is

$$n\cdot\sigma = n_0\sigma_x+n_1\sigma_y+n_2\sigma_z .$$

```lean
/-- The spin operator `n·σ`, in units of `ħ/2`: the Pauli matrices weighted by the components of a
real vector. -/
def spinAlong (n : Fin 3 → ℝ) : Matrix (Fin 2) (Fin 2) ℂ :=
  (n 0 : ℂ) • !![0, 1; 1, 0] + (n 1 : ℂ) • !![0, -Complex.I; Complex.I, 0]
    + (n 2 : ℂ) • !![1, 0; 0, -1]
```

An atom with moment direction $n$ scatters an electron's spinor by the $2\times2$ matrix

$$t(n)=a_0+a_1\,n\cdot\sigma .$$

Here $a_0$ is the mean of the amplitudes for spin along and against the moment, and $a_1$ is half their difference. Both are arbitrary complex numbers at one fixed energy; unitarity of the scattering is not imposed.

```lean
/-- The single-site scattering matrix `a₀ + a₁ n·σ` of an atom with moment direction `n`. -/
def tMatrix (a₀ a₁ : ℂ) (n : Fin 3 → ℝ) : Matrix (Fin 2) (Fin 2) ℂ :=
  a₀ • (1 : Matrix (Fin 2) (Fin 2) ℂ) + a₁ • spinAlong n
```

The second atom has the matrix $s(m)=b_0+b_1\,m\cdot\sigma$. A complex number $g$ carries a wave from either site to the other without touching its spin. For general site matrices $A$ and $B$ and external incident spinors $u$ and $v$, the outgoing spinors $x$ and $y$ obey

$$x=A(u+g\,y),\qquad y=B(v+g\,x).$$

Moving the unknowns to the left gives a $4\times4$ matrix with unit diagonal blocks and off-diagonal blocks $-gA$ and $-gB$. Its index type `Fin 2 ⊕ Fin 2` means "spin on the first site or spin on the second".

```lean
/-- The multiple-scattering matrix of two sites with scattering matrices `A` and `B`, joined
in both directions by the spin-independent propagation amplitude `g`. -/
def twoSiteMatrix (g : ℂ) (A B : Matrix (Fin 2) (Fin 2) ℂ) :
    Matrix (Fin 2 ⊕ Fin 2) (Fin 2 ⊕ Fin 2) ℂ :=
  fromBlocks 1 (-(g • A)) (-(g • B)) 1
```

## (a) Eliminating one site

Show that the $4\times4$ determinant equals a $2\times2$ one, in which only the round trip between the sites appears:

$$\det\begin{pmatrix}1&-gA\\-gB&1\end{pmatrix}=\det(1-g^2AB).$$

**Solution.** Multiply on the right by a block-triangular matrix of determinant 1:

$$\begin{pmatrix}1&-gA\\-gB&1\end{pmatrix}\begin{pmatrix}1&0\\gB&1\end{pmatrix}=\begin{pmatrix}1-g^2AB&-gA\\0&1\end{pmatrix}.$$

The right-hand side is block triangular, so its determinant is $\det(1-g^2AB)$.

In Lean, `Matrix.det_fromBlocks_one₂₂` is this Schur-complement formula for a unit lower-right block. The remaining rewrites cancel the two minus signs and collect the factors of $g$.

```lean
/-- Eliminating one site reduces the two-site determinant to that of `1 - g² A B`, which
describes round trips between the sites. -/
theorem det_twoSiteMatrix (g : ℂ) (A B : Matrix (Fin 2) (Fin 2) ℂ) :
    (twoSiteMatrix g A B).det = (1 - g ^ 2 • (A * B)).det := by
  rw [twoSiteMatrix, Matrix.det_fromBlocks_one₂₂, neg_mul_neg, smul_mul_smul_comm, pow_two g]
```

## (b) A determinant from a trace and a determinant

For a $2\times2$ matrix $M$ and a complex number $c$, show that

$$\det(1-cM)=1-c\,\operatorname{tr}M+c^2\det M.$$

**Solution.** With rows and columns numbered 0 and 1,

$$\det(1-cM)=(1-cM_{00})(1-cM_{11})-c^2M_{01}M_{10}.$$

Expanding the product gives $1-c(M_{00}+M_{11})+c^2(M_{00}M_{11}-M_{01}M_{10})$, which is the claim. The Lean proof writes out the same entries with `simp` and compares the polynomials with `ring`.

```lean
/-- In spin space the determinant of `1 - c M` is fixed by the trace and determinant of `M`. -/
theorem det_one_sub_smul (c : ℂ) (M : Matrix (Fin 2) (Fin 2) ℂ) :
    (1 - c • M).det = 1 - c * M.trace + c ^ 2 * M.det := by
  simp [Matrix.det_fin_two, Matrix.trace_fin_two]
  ring
```

## (c) The scattering matrix in components

In the basis of spin up and spin down along $z$, show that

$$t(n)=\begin{pmatrix}a_0+a_1n_2&a_1(n_0-i n_1)\\a_1(n_0+i n_1)&a_0-a_1n_2\end{pmatrix}.$$

**Solution.** The matrix $\sigma_z$ contributes $\pm n_2$ to the diagonal. Off the diagonal, $\sigma_x$ contributes $n_0$ twice, while $\sigma_y$ contributes $-in_1$ above and $+in_1$ below. Multiply by $a_1$ and add $a_0$ on the diagonal. Lean checks the four entries one at a time. The length of $n$ plays no part.

```lean
/-- The scattering matrix written out in the spin-up, spin-down basis along the z axis. -/
theorem tMatrix_eq (a₀ a₁ : ℂ) (n : Fin 3 → ℝ) :
    tMatrix a₀ a₁ n =
      !![a₀ + a₁ * n 2, a₁ * n 0 - a₁ * n 1 * Complex.I;
         a₁ * n 0 + a₁ * n 1 * Complex.I, a₀ - a₁ * n 2] := by
  ext i j
  fin_cases i <;> fin_cases j <;> simp [tMatrix, spinAlong] <;> ring
```

## (d) The determinant of one scatterer

For a unit vector $n$, show that the determinant does not depend on the direction of the moment:

$$\det t(n)=a_0^2-a_1^2.$$

**Solution.** From the components in (c),

$$\det t(n)=a_0^2-a_1^2n_2^2-a_1^2(n_0-in_1)(n_0+in_1)=a_0^2-a_1^2(n_0^2+n_1^2+n_2^2),$$

and the last bracket is 1.

In the Lean proof, `hr` is this normalisation over the real numbers and `hc` is the same equation over the complex numbers. The final `linear_combination` uses `hc` with the factor $-a_1^2$, together with $i^2=-1$.

```lean
/-- For a unit moment direction the determinant of the scattering matrix is `a₀² - a₁²`. -/
theorem det_tMatrix (a₀ a₁ : ℂ) {n : Fin 3 → ℝ} (hn : n ⬝ᵥ n = 1) :
    (tMatrix a₀ a₁ n).det = a₀ ^ 2 - a₁ ^ 2 := by
  have hr : n 0 ^ 2 + n 1 ^ 2 + n 2 ^ 2 = 1 := by
    have h := hn
    simp only [dotProduct, Fin.sum_univ_three] at h
    linear_combination h
  have hc : (n 0 : ℂ) ^ 2 + (n 1 : ℂ) ^ 2 + (n 2 : ℂ) ^ 2 = 1 := by exact_mod_cast hr
  rw [tMatrix_eq, Matrix.det_fin_two_of]
  linear_combination (-a₁ ^ 2) * hc + a₁ ^ 2 * (n 1 : ℂ) ^ 2 * Complex.I_sq
```

## (e) The spin trace of a round trip

For any real vectors $n$ and $m$, show that

$$\operatorname{tr}\,[t(n)s(m)]=2\,(a_0b_0+a_1b_1\,n\cdot m).$$

**Solution.** The two diagonal entries of the product are

$$(a_0+a_1n_2)(b_0+b_1m_2)+a_1b_1(n_0-in_1)(m_0+im_1),$$

$$(a_0-a_1n_2)(b_0-b_1m_2)+a_1b_1(n_0+in_1)(m_0-im_1).$$

In the sum, the terms linear in $n_2$ or $m_2$ cancel, and so do the imaginary terms $\pm i(n_0m_1-n_1m_0)$. What remains is $2a_0b_0+2a_1b_1(n_0m_0+n_1m_1+n_2m_2)$.

The Lean expression `((n ⬝ᵥ m : ℝ) : ℂ)` is the real scalar product, regarded as a complex number so that it can multiply the amplitudes.

```lean
/-- The spin trace over one round trip contains the directions only through `n·m`. -/
theorem trace_tMatrix_mul (a₀ a₁ b₀ b₁ : ℂ) (n m : Fin 3 → ℝ) :
    (tMatrix a₀ a₁ n * tMatrix b₀ b₁ m).trace
      = 2 * (a₀ * b₀ + a₁ * b₁ * ((n ⬝ᵥ m : ℝ) : ℂ)) := by
  rw [tMatrix_eq, tMatrix_eq, Matrix.trace_fin_two]
  simp [Matrix.mul_apply, Fin.sum_univ_two, dotProduct, Fin.sum_univ_three]
  linear_combination (-2 * a₁ * b₁ * (n 1 : ℂ) * (m 1 : ℂ)) * Complex.I_sq
```

## (f) Two atoms, possibly of different species

For unit vectors $n$ and $m$, show that

$$\det\bigl(1-g^2t(n)s(m)\bigr)=1-2g^2(a_0b_0+a_1b_1\,n\cdot m)+g^4(a_0^2-a_1^2)(b_0^2-b_1^2).$$

**Solution.** Put $c=g^2$ and $M=t(n)s(m)$ in (b). The trace is given by (e). The determinant of the product is the product of the determinants, and (d) gives each factor. The Lean proof makes these substitutions in the same order and tidies the powers of $g$ with `ring`.

```lean
/-- The two-site determinant, in its reduced form `det (1 - g² t(n) s(m))`, for two atoms, possibly
of different species, with unit moment directions `n` and `m`. -/
theorem det_magnetic_pair (g a₀ a₁ b₀ b₁ : ℂ) {n m : Fin 3 → ℝ}
    (hn : n ⬝ᵥ n = 1) (hm : m ⬝ᵥ m = 1) :
    (1 - g ^ 2 • (tMatrix a₀ a₁ n * tMatrix b₀ b₁ m)).det
      = 1 - 2 * g ^ 2 * (a₀ * b₀ + a₁ * b₁ * ((n ⬝ᵥ m : ℝ) : ℂ))
        + g ^ 4 * (a₀ ^ 2 - a₁ ^ 2) * (b₀ ^ 2 - b₁ ^ 2) := by
  rw [det_one_sub_smul, trace_tMatrix_mul, Matrix.det_mul, det_tMatrix a₀ a₁ hn,
    det_tMatrix b₀ b₁ hm]
  ring
```

## (g) Two atoms of the same species

Let both atoms have the amplitudes $t_0$ and $t_1$, so that $t(n)=t_0+t_1\,n\cdot\sigma$. For unit vectors, show that

$$\det\bigl(1-g^2t(n)t(m)\bigr)=1-2g^2(t_0^2+t_1^2\,n\cdot m)+g^4(t_0^2-t_1^2)^2.$$

**Solution.** Set $a_0=b_0=t_0$ and $a_1=b_1=t_1$ in (f).

The determinant is linear in the cosine $n\cdot m$. The energy contains its logarithm, so even in this two-site model a pure Heisenberg form $n\cdot m$ is in general only the leading angle-dependent term for small $g$.

```lean
/-- The two-site determinant, in its reduced form `det (1 - g² t(n) t(m))`, for two atoms of the
same species with unit moment directions. -/
theorem det_identical_pair (g t₀ t₁ : ℂ) {n m : Fin 3 → ℝ}
    (hn : n ⬝ᵥ n = 1) (hm : m ⬝ᵥ m = 1) :
    (1 - g ^ 2 • (tMatrix t₀ t₁ n * tMatrix t₀ t₁ m)).det
      = 1 - 2 * g ^ 2 * (t₀ ^ 2 + t₁ ^ 2 * ((n ⬝ᵥ m : ℝ) : ℂ))
        + g ^ 4 * (t₀ ^ 2 - t₁ ^ 2) ^ 2 := by
  rw [det_magnetic_pair g t₀ t₁ t₀ t₁ hn hm]
  ring
```

## (h) Equal angles give equal determinants

Let $n,m$ and $n',m'$ be two pairs of unit vectors with $n\cdot m=n'\cdot m'$. Write $D(n,m)$ for the $4\times4$ determinant of (a) with $A=t(n)$ and $B=s(m)$. Show that

$$D(n,m)=D(n',m').$$

**Solution.** By (a) and (f), each side is a fixed expression in the amplitudes and the scalar product, and the scalar products agree. In Lean the last rewrite, with `h`, replaces one scalar product by the other.

Unit length matters here. Take $g=a_1=b_1=1$ and $a_0=b_0=0$. Two perpendicular unit moments have $n\cdot m=0$ and $D=2$. Two zero vectors also have scalar product 0, but then both scattering matrices vanish and $D=1$.

The choice of a number $g$ matters too. Propagation could have been modelled by a $2\times2$ matrix $G$, as a magnetised host or spin–orbit coupling can require. With $G=g\sigma_z$ in both directions, the identity $\sigma_z t(n)\sigma_z=t(-n_0,-n_1,n_2)$ shows that the first moment enters turned by $180^\circ$ about $z$. Two moments along $z$ then behave as a parallel pair, and two moments along $x$ as an antiparallel one, so the relative angle no longer suffices.

```lean
/-- Two pairs of unit moments with the same relative angle have the same multiple-scattering
determinant. -/
theorem det_eq_of_same_angle (g a₀ a₁ b₀ b₁ : ℂ) {n m n' m' : Fin 3 → ℝ}
    (hn : n ⬝ᵥ n = 1) (hm : m ⬝ᵥ m = 1) (hn' : n' ⬝ᵥ n' = 1) (hm' : m' ⬝ᵥ m' = 1)
    (h : n ⬝ᵥ m = n' ⬝ᵥ m') :
    (twoSiteMatrix g (tMatrix a₀ a₁ n) (tMatrix b₀ b₁ m)).det
      = (twoSiteMatrix g (tMatrix a₀ a₁ n') (tMatrix b₀ b₁ m')).det := by
  rw [det_twoSiteMatrix, det_twoSiteMatrix, det_magnetic_pair g a₀ a₁ b₀ b₁ hn hm,
    det_magnetic_pair g a₀ a₁ b₀ b₁ hn' hm', h]
```

## (i) Equal determinants give equal angles

Suppose that $g$, $a_1$ and $b_1$ are all nonzero: the sites communicate, and both atoms scatter the two spin directions differently. For two pairs of unit vectors with $D(n,m)=D(n',m')$, show that

$$n\cdot m=n'\cdot m'.$$

**Solution.** Subtract the two determinants as given by (f). Everything cancels except the term with the cosine:

$$2g^2a_1b_1\,(n\cdot m-n'\cdot m')=0.$$

The prefactor is nonzero, so the bracket vanishes. Since unit vectors have $n\cdot m=\cos\theta$ with $0\le\theta\le\pi$, the angle itself is fixed.

In Lean, `h2` is the displayed equation and `h3` is the vanishing of the bracket. The last line returns from complex to real numbers.

```lean
/-- Conversely, if the propagation amplitude and both spin-dependent amplitudes are nonzero,
equal determinants imply equal relative angles of the unit moments. -/
theorem same_angle_of_det_eq {g a₁ b₁ : ℂ} (a₀ b₀ : ℂ) {n m n' m' : Fin 3 → ℝ}
    (hg : g ≠ 0) (ha : a₁ ≠ 0) (hb : b₁ ≠ 0)
    (hn : n ⬝ᵥ n = 1) (hm : m ⬝ᵥ m = 1) (hn' : n' ⬝ᵥ n' = 1) (hm' : m' ⬝ᵥ m' = 1)
    (h : (twoSiteMatrix g (tMatrix a₀ a₁ n) (tMatrix b₀ b₁ m)).det
      = (twoSiteMatrix g (tMatrix a₀ a₁ n') (tMatrix b₀ b₁ m')).det) :
    n ⬝ᵥ m = n' ⬝ᵥ m' := by
  rw [det_twoSiteMatrix, det_twoSiteMatrix, det_magnetic_pair g a₀ a₁ b₀ b₁ hn hm,
    det_magnetic_pair g a₀ a₁ b₀ b₁ hn' hm'] at h
  -- only the term linear in the cosine differs between the two sides
  have h2 : (2 * g ^ 2 * a₁ * b₁) * (((n ⬝ᵥ m : ℝ) : ℂ) - ((n' ⬝ᵥ m' : ℝ) : ℂ)) = 0 := by
    linear_combination -h
  have h3 := (mul_eq_zero.mp h2).resolve_left (by simp [hg, ha, hb])
  exact Complex.ofReal_injective (sub_eq_zero.mp h3)
```

## (j) Parallel and antiparallel moments

For a unit vector $n$, show that the determinant splits into two independent spin channels when the moments are collinear:

$$\det\bigl(1-g^2t(n)s(n)\bigr)=[1-g^2(a_0+a_1)(b_0+b_1)]\,[1-g^2(a_0-a_1)(b_0-b_1)],$$

$$\det\bigl(1-g^2t(n)s(-n)\bigr)=[1-g^2(a_0+a_1)(b_0-b_1)]\,[1-g^2(a_0-a_1)(b_0+b_1)].$$

**Solution.** Multiply out the right-hand sides. In both, the coefficient of $g^4$ is $(a_0^2-a_1^2)(b_0^2-b_1^2)$. The coefficient of $-g^2$ is

$$(a_0+a_1)(b_0\pm b_1)+(a_0-a_1)(b_0\mp b_1)=2(a_0b_0\pm a_1b_1),$$

with the upper signs for the parallel case. These are the expressions in (f) for $n\cdot m=1$ and $n\cdot m=-1$.

An electron with spin along $n$ meets the amplitude $a_0+a_1$ at the first atom. At the second it meets $b_0+b_1$ if the moments are parallel and $b_0-b_1$ if they are antiparallel. The two formulas can therefore test a noncollinear code for this two-site model against separate spin-up and spin-down runs.

In the Lean statement the two formulas are joined by `∧`, and `constructor` separates them. The auxiliary fact `hneg` says that $-n$ is again a unit vector, which (f) needs for the antiparallel case.

```lean
/-- For unit moments that are parallel (first formula) or antiparallel (second formula), the
determinant is a product of two factors, one for each spin channel. The amplitudes `a₀ + a₁` and
`a₀ - a₁` are paired with `b₀ + b₁` and `b₀ - b₁` respectively in the first formula, and with
`b₀ - b₁` and `b₀ + b₁` respectively in the second. -/
theorem det_collinear_pair (g a₀ a₁ b₀ b₁ : ℂ) {n : Fin 3 → ℝ} (hn : n ⬝ᵥ n = 1) :
    (1 - g ^ 2 • (tMatrix a₀ a₁ n * tMatrix b₀ b₁ n)).det
        = (1 - g ^ 2 * (a₀ + a₁) * (b₀ + b₁)) * (1 - g ^ 2 * (a₀ - a₁) * (b₀ - b₁)) ∧
      (1 - g ^ 2 • (tMatrix a₀ a₁ n * tMatrix b₀ b₁ (-n))).det
        = (1 - g ^ 2 * (a₀ + a₁) * (b₀ - b₁)) * (1 - g ^ 2 * (a₀ - a₁) * (b₀ + b₁)) := by
  have hneg : (-n) ⬝ᵥ (-n) = 1 := by
    rw [neg_dotProduct, dotProduct_neg, neg_neg, hn]
  constructor
  · rw [det_magnetic_pair g a₀ a₁ b₀ b₁ hn hn, hn, Complex.ofReal_one]
    ring
  · rw [det_magnetic_pair g a₀ a₁ b₀ b₁ hn hneg, dotProduct_neg, hn, Complex.ofReal_neg,
      Complex.ofReal_one]
    ring

end

end MagneticPairScattering
```

```lean
#print axioms MagneticPairScattering.det_identical_pair
-- 'MagneticPairScattering.det_identical_pair' depends on axioms: [propext, Classical.choice, Quot.sound]
#print axioms MagneticPairScattering.det_eq_of_same_angle
-- 'MagneticPairScattering.det_eq_of_same_angle' depends on axioms: [propext, Classical.choice, Quot.sound]
#print axioms MagneticPairScattering.same_angle_of_det_eq
-- 'MagneticPairScattering.same_angle_of_det_eq' depends on axioms: [propext, Classical.choice, Quot.sound]
#print axioms MagneticPairScattering.det_collinear_pair
-- 'MagneticPairScattering.det_collinear_pair' depends on axioms: [propext, Classical.choice, Quot.sound]
```
